# In robust density fitting, the error in a density's Coulomb self-interaction is the squared Coulomb norm of the residual

## One auxiliary function

Take a real charge density $\rho$ and a single nonzero auxiliary density $\chi$. Write

$$\langle\rho,\sigma\rangle=\iint\frac{\rho(\mathbf r)\,\sigma(\mathbf r')}{|\mathbf r-\mathbf r'|}\,d\mathbf r\,d\mathbf r'$$

for the Coulomb interaction of two densities in atomic units. Approximate $\rho$ by $g=c\chi$ with a real coefficient $c$, and set $V=\langle\chi,\chi\rangle>0$ and $b=\langle\chi,\rho\rangle$. The residual $\rho-g$ has the self-interaction

$$\langle\rho-c\chi,\rho-c\chi\rangle=\langle\rho,\rho\rangle-(2cb-c^2V).$$

The left side is never negative, so $2cb-c^2V$ is a lower bound to $\langle\rho,\rho\rangle$ for every $c$. Completing the square gives

$$2cb-c^2V=\frac{b^2}{V}-V\left(c-\frac bV\right)^2.$$

The best coefficient is therefore $c=b/V$, and the bound there is $b^2/V$. If the coefficient is off by $\delta$, this expression changes only by $-V\delta^2$. The self-interaction of the fit, $\langle g,g\rangle=c^2V$, changes by $2b\delta+V\delta^2$, which is of first order in $\delta$ when $b\neq0$. The name "robust" refers to this insensitivity to first-order errors in the fit.

## Densities as vectors with a Coulomb inner product

With several auxiliary functions $\chi_P$, the number $V$ becomes a matrix and $b$ a vector:

$$g=\sum_P c_P\chi_P,\qquad V_{PQ}=\langle\chi_P,\chi_Q\rangle,\qquad b_P=\langle\chi_P,\rho\rangle.$$

The only property of the Coulomb interaction that the argument needs is that it is an inner product: symmetric, bilinear, and positive for every nonzero density. Positivity reflects the fact that the Fourier transform of $1/r$ is positive, so that a nonzero charge distribution of finite Coulomb energy has a positive self-interaction. Here it is an assumption about the space of densities and is not derived from the integral.

In electronic-structure calculations with real orbitals, $\rho$ and $\sigma$ can be products of two orbitals, and $\langle\rho,\sigma\rangle$ is then a four-index electron repulsion integral. For a finite, linearly independent auxiliary basis, the results below give the exact error made when both densities are fitted with the coefficients $V^{-1}b$, so that such an integral is assembled from the two-index quantities $V$ and the three-index quantities $b$.

## What is stated, and in which terms

The space of densities is `E`, a real inner-product space, which may be infinite-dimensional and need not be complete. Its norm is the Coulomb norm $\|\rho\|=\sqrt{\langle\rho,\rho\rangle}$. The auxiliary functions are a family `χ : ι → E` with a finite index type `ι`. The formal objects correspond to the physics as follows.

- `fit χ c` is the fitted density $g$.
- `metric χ` is the matrix $V$, and `coulombVector χ ρ` is the vector $b$.
- `robustEnergy χ ρ c` is $2\,c\cdot b-c\cdot Vc$. It approximates $\langle\rho,\rho\rangle$ without the factor $\tfrac12$ of the classical electrostatic energy.
- `optimalCoeff χ ρ` is $c^*=V^{-1}b$.

In the code, `⬝ᵥ` is the dot product and `*ᵥ` is a matrix acting on a vector.

The theorem `robust_error` holds for every family $\chi$ and all coefficients $c$:

$$\langle\rho,\rho\rangle-(2\,c\cdot b-c\cdot Vc)=\|\rho-g\|^2\ge0.$$

It does not matter where the coefficients come from. They may result from a fit in another metric, or from a local fit in which most of them are set to zero.

The theorem `isUnit_det_metric_iff` says that $V$ is invertible exactly when the $\chi_P$ are linearly independent. Under that hypothesis, `robust_fit_optimal` makes three statements: every $c\neq c^*$ has a strictly larger robust error than $c^*$; the robust value at $c^*$ is $b\cdot V^{-1}b$; and this value is also $\langle g^*,g^*\rangle$, where $g^*$ is the fit with coefficients $c^*$.

Finally, `fitted_repulsion_error` treats two densities. With $b^\rho$ and $b^\sigma$ for their Coulomb vectors and $g^\rho$ and $g^\sigma$ for their optimal fits, it states

$$\langle\rho,\sigma\rangle-b^\rho\cdot V^{-1}b^\sigma=\langle\rho-g^\rho,\sigma-g^\sigma\rangle,$$

and bounds the absolute value by $\|\rho-g^\rho\|\,\|\sigma-g^\sigma\|$. For two different densities the error can have either sign.

These statements do not say how small the residual is for a given auxiliary basis, nor how rounding affects the solution when $V$ is nearly singular. The lower bound concerns the self-interaction of one density, not the total energy of a molecule. Complex densities are not treated.

## Expanding the square

By linearity, the interaction of a fit with $\rho$ is

$$\langle g,\rho\rangle=\sum_P c_P\langle\chi_P,\rho\rangle=c\cdot b.$$

The metric acting on the coefficients gives

$$(Vc)_P=\sum_Q\langle\chi_P,\chi_Q\rangle c_Q=\langle\chi_P,g\rangle,$$

so $Vc$ is the Coulomb vector of the fitted density itself. Taking the dot product with $c$ yields $c\cdot Vc=\langle g,g\rangle$. Hence

$$\|\rho-g\|^2=\langle\rho,\rho\rangle-2\langle g,\rho\rangle+\langle g,g\rangle=\langle\rho,\rho\rangle-2\,c\cdot b+c\cdot Vc,$$

which is the error formula.

## When the metric can be inverted

Suppose $V$ is singular. Then there is a vector $v\neq0$ with $Vv=0$, and the density $\sum_P v_P\chi_P$ has self-interaction $v\cdot Vv=0$. Positivity forces this density to vanish, so the $\chi_P$ are linearly dependent.

Conversely, suppose $\sum_P v_P\chi_P=0$ with $v\neq0$. Then $(Vv)_P=\langle\chi_P,0\rangle=0$ for every $P$, and $V$ is singular.

## Orthogonality and the unique minimum

Let the $\chi_P$ be linearly independent, so that $c^*=V^{-1}b$ solves $Vc^*=b$. For any coefficients $d$, the fit $g_d=\sum_P d_P\chi_P$ satisfies

$$\langle g_d,\rho-g^*\rangle=d\cdot b-d\cdot Vc^*=0.$$

The residual of the optimal fit is therefore orthogonal to every fitted density. For arbitrary $c$, write

$$\rho-g_c=(\rho-g^*)-g_{c-c^*}.$$

The two terms on the right are orthogonal, and Pythagoras gives

$$\|\rho-g_c\|^2=\|\rho-g^*\|^2+\|g_{c-c^*}\|^2.$$

If $c\neq c^*$, linear independence makes $g_{c-c^*}$ nonzero, and the last term is positive. This proves that the minimum is strict and hence unique.

The value at the minimum follows from $Vc^*=b$:

$$2\,c^*\cdot b-c^*\cdot Vc^*=c^*\cdot b=b\cdot V^{-1}b.$$

The same equation gives $\langle g^*,g^*\rangle=c^*\cdot Vc^*=c^*\cdot b$. At the optimum, the robust value and the self-interaction of the fit coincide.

## Two densities

Since $V^{-1}b^\sigma$ is the coefficient vector of $g^\sigma$, we have $b^\rho\cdot V^{-1}b^\sigma=\langle g^\sigma,\rho\rangle$. Now expand the interaction of the residuals in its first argument:

$$\langle\rho-g^\rho,\sigma-g^\sigma\rangle=\langle\rho,\sigma-g^\sigma\rangle-\langle g^\rho,\sigma-g^\sigma\rangle.$$

The last term vanishes by orthogonality. What remains is $\langle\rho,\sigma\rangle-\langle\rho,g^\sigma\rangle$, which is the error of the fitted integral. The Cauchy–Schwarz inequality then gives the bound.

## The Lean file

```lean
import Mathlib

open Matrix
open scoped InnerProductSpace

namespace RobustDensityFitting

noncomputable section

variable {E ι : Type*} [NormedAddCommGroup E] [InnerProductSpace ℝ E] [Fintype ι]

/-- The fitted density `g = ∑ c_P χ_P` in the auxiliary basis `χ`. -/
def fit (χ : ι → E) (c : ι → ℝ) : E := ∑ P, c P • χ P

omit [Fintype ι] in
/-- The Coulomb metric `V_PQ = ⟨χ_P, χ_Q⟩` of the auxiliary basis. -/
def metric (χ : ι → E) : Matrix ι ι ℝ := Matrix.of fun P Q => ⟪χ P, χ Q⟫_ℝ

omit [Fintype ι] in
/-- The Coulomb integrals `b_P = ⟨χ_P, ρ⟩` of a density with the auxiliary basis. -/
def coulombVector (χ : ι → E) (ρ : E) : ι → ℝ := fun P => ⟪χ P, ρ⟫_ℝ

/-- The robust approximation `2 c·b - c·Vc` to the self-interaction `⟨ρ, ρ⟩`. -/
def robustEnergy (χ : ι → E) (ρ : E) (c : ι → ℝ) : ℝ :=
  2 * (c ⬝ᵥ coulombVector χ ρ) - c ⬝ᵥ (metric χ *ᵥ c)

/-- The interaction of a fitted density with any density `ρ` is `c·b`. -/
theorem inner_fit_left (χ : ι → E) (c : ι → ℝ) (ρ : E) :
    ⟪fit χ c, ρ⟫_ℝ = c ⬝ᵥ coulombVector χ ρ := by
  simp only [fit, coulombVector, dotProduct, sum_inner, real_inner_smul_left]

/-- The metric applied to fit coefficients gives the Coulomb integrals of the fitted density. -/
theorem metric_mulVec (χ : ι → E) (c : ι → ℝ) :
    metric χ *ᵥ c = coulombVector χ (fit χ c) := by
  ext P
  simp only [metric, coulombVector, fit, Matrix.mulVec, dotProduct, Matrix.of_apply,
    inner_sum, real_inner_smul_right]
  exact Finset.sum_congr rfl fun Q _ => mul_comm _ _

/-- For any fit coefficients, the error of the robust energy is the squared Coulomb norm of the
residual density, and so it is never negative. -/
theorem robust_error (χ : ι → E) (ρ : E) (c : ι → ℝ) :
    ⟪ρ, ρ⟫_ℝ - robustEnergy χ ρ c = ‖ρ - fit χ c‖ ^ 2 ∧
      0 ≤ ⟪ρ, ρ⟫_ℝ - robustEnergy χ ρ c := by
  have key : ⟪ρ, ρ⟫_ℝ - robustEnergy χ ρ c = ‖ρ - fit χ c‖ ^ 2 := by
    have h1 := inner_fit_left χ c ρ
    have h2 := inner_fit_left χ c (fit χ c)
    have h3 := real_inner_comm ρ (fit χ c)
    have h4 := real_inner_self_eq_norm_sq ρ
    have h5 := real_inner_self_eq_norm_sq (fit χ c)
    rw [robustEnergy, metric_mulVec, norm_sub_sq_real]
    linarith
  exact ⟨key, key ▸ sq_nonneg _⟩

variable [DecidableEq ι]

/-- The Coulomb metric is invertible exactly when the auxiliary functions are linearly
independent. -/
theorem isUnit_det_metric_iff (χ : ι → E) :
    IsUnit (metric χ).det ↔ LinearIndependent ℝ χ := by
  rw [isUnit_iff_ne_zero, Fintype.linearIndependent_iff]
  constructor
  · intro hdet c hc
    by_contra hne
    refine hdet (Matrix.exists_mulVec_eq_zero_iff.mp ⟨c, ?_, ?_⟩)
    · intro h0
      exact hne fun P => congrFun h0 P
    · have hfit : fit χ c = 0 := hc
      rw [metric_mulVec, hfit]
      ext P
      simp [coulombVector]
  · intro hli hdet
    obtain ⟨v, hv, hVv⟩ := Matrix.exists_mulVec_eq_zero_iff.mpr hdet
    -- a null vector of the metric gives the coefficients of a density without self-interaction
    have h0 : ⟪fit χ v, fit χ v⟫_ℝ = 0 := by
      rw [inner_fit_left, ← metric_mulVec, hVv, dotProduct_zero]
    exact hv (funext (hli v (inner_self_eq_zero.mp h0)))

/-- The density-fitting coefficients `V⁻¹ b`, meant for a linearly independent auxiliary basis,
where the metric `V` is invertible. -/
def optimalCoeff (χ : ι → E) (ρ : E) : ι → ℝ := (metric χ)⁻¹ *ᵥ coulombVector χ ρ

/-- For a linearly independent auxiliary basis the coefficients `V⁻¹ b` solve the normal
equations `V c = b`. -/
theorem normal_equations {χ : ι → E} (hχ : LinearIndependent ℝ χ) (ρ : E) :
    metric χ *ᵥ optimalCoeff χ ρ = coulombVector χ ρ := by
  rw [optimalCoeff, Matrix.mulVec_mulVec,
    Matrix.mul_nonsing_inv _ ((isUnit_det_metric_iff χ).mpr hχ), Matrix.one_mulVec]

/-- For a linearly independent auxiliary basis, the residual of the fit with coefficients `V⁻¹ b`
is Coulomb-orthogonal to every fitted density. -/
theorem residual_orthogonal {χ : ι → E} (hχ : LinearIndependent ℝ χ) (ρ : E) (d : ι → ℝ) :
    ⟪fit χ d, ρ - fit χ (optimalCoeff χ ρ)⟫_ℝ = 0 := by
  rw [inner_sub_right, inner_fit_left, inner_fit_left, ← metric_mulVec,
    normal_equations hχ, sub_self]

/-- For a linearly independent auxiliary basis, the squared error of any fit is that of the fit
with coefficients `V⁻¹ b` plus the squared Coulomb norm of the difference of the two fits. -/
theorem error_decomposition {χ : ι → E} (hχ : LinearIndependent ℝ χ) (ρ : E) (c : ι → ℝ) :
    ‖ρ - fit χ c‖ ^ 2 =
      ‖ρ - fit χ (optimalCoeff χ ρ)‖ ^ 2 + ‖fit χ (c - optimalCoeff χ ρ)‖ ^ 2 := by
  have hsub : fit χ (c - optimalCoeff χ ρ) = fit χ c - fit χ (optimalCoeff χ ρ) := by
    simp only [fit, Pi.sub_apply, sub_smul, Finset.sum_sub_distrib]
  have hsplit : ρ - fit χ c =
      (ρ - fit χ (optimalCoeff χ ρ)) - fit χ (c - optimalCoeff χ ρ) := by
    rw [hsub]
    abel
  -- the cross term vanishes by orthogonality
  rw [hsplit, norm_sub_sq_real, real_inner_comm, residual_orthogonal hχ]
  ring

/-- For a linearly independent auxiliary basis, `c = V⁻¹ b` is the unique minimizer of the robust
error, and the robust energy there equals both `b·V⁻¹b` and the self-interaction `⟨g, g⟩` of the
fitted density. -/
theorem robust_fit_optimal {χ : ι → E} (hχ : LinearIndependent ℝ χ) (ρ : E) :
    (∀ c, c ≠ optimalCoeff χ ρ →
      ⟪ρ, ρ⟫_ℝ - robustEnergy χ ρ (optimalCoeff χ ρ) < ⟪ρ, ρ⟫_ℝ - robustEnergy χ ρ c) ∧
    robustEnergy χ ρ (optimalCoeff χ ρ) =
      coulombVector χ ρ ⬝ᵥ ((metric χ)⁻¹ *ᵥ coulombVector χ ρ) ∧
    robustEnergy χ ρ (optimalCoeff χ ρ) =
      ⟪fit χ (optimalCoeff χ ρ), fit χ (optimalCoeff χ ρ)⟫_ℝ := by
  have hval : robustEnergy χ ρ (optimalCoeff χ ρ) =
      optimalCoeff χ ρ ⬝ᵥ coulombVector χ ρ := by
    rw [robustEnergy, normal_equations hχ]
    ring
  refine ⟨fun c hc => ?_, ?_, ?_⟩
  · rw [(robust_error χ ρ _).1, (robust_error χ ρ c).1, error_decomposition hχ ρ c]
    -- distinct coefficients give distinct fitted densities
    have hne : fit χ (c - optimalCoeff χ ρ) ≠ 0 := fun h0 =>
      hc (sub_eq_zero.mp (funext (Fintype.linearIndependent_iff.mp hχ _ h0)))
    have hpos := pow_pos (norm_pos_iff.mpr hne) 2
    linarith
  · rw [hval, dotProduct_comm, optimalCoeff]
  · rw [hval, inner_fit_left, ← metric_mulVec, normal_equations hχ]

/-- For a linearly independent auxiliary basis, approximating the repulsion `⟨ρ, σ⟩` of two
densities by `b_ρ·V⁻¹b_σ` leaves as error the interaction of the two fit residuals, which is
bounded by the product of their Coulomb norms. -/
theorem fitted_repulsion_error {χ : ι → E} (hχ : LinearIndependent ℝ χ) (ρ σ : E) :
    ⟪ρ, σ⟫_ℝ - coulombVector χ ρ ⬝ᵥ ((metric χ)⁻¹ *ᵥ coulombVector χ σ) =
      ⟪ρ - fit χ (optimalCoeff χ ρ), σ - fit χ (optimalCoeff χ σ)⟫_ℝ ∧
    |⟪ρ, σ⟫_ℝ - coulombVector χ ρ ⬝ᵥ ((metric χ)⁻¹ *ᵥ coulombVector χ σ)| ≤
      ‖ρ - fit χ (optimalCoeff χ ρ)‖ * ‖σ - fit χ (optimalCoeff χ σ)‖ := by
  have key : ⟪ρ, σ⟫_ℝ - coulombVector χ ρ ⬝ᵥ ((metric χ)⁻¹ *ᵥ coulombVector χ σ) =
      ⟪ρ - fit χ (optimalCoeff χ ρ), σ - fit χ (optimalCoeff χ σ)⟫_ℝ := by
    have h1 : coulombVector χ ρ ⬝ᵥ ((metric χ)⁻¹ *ᵥ coulombVector χ σ) =
        ⟪fit χ (optimalCoeff χ σ), ρ⟫_ℝ := by
      rw [inner_fit_left, dotProduct_comm, optimalCoeff]
    have h2 := real_inner_comm ρ (fit χ (optimalCoeff χ σ))
    rw [inner_sub_left, residual_orthogonal hχ, inner_sub_right, h1]
    linarith
  refine ⟨key, ?_⟩
  rw [key]
  exact abs_real_inner_le_norm _ _

end

end RobustDensityFitting
```

```lean
#print axioms RobustDensityFitting.robust_error
#print axioms RobustDensityFitting.robust_fit_optimal
#print axioms RobustDensityFitting.fitted_repulsion_error
```

```
'RobustDensityFitting.robust_error' depends on axioms: [propext, Classical.choice, Quot.sound]
'RobustDensityFitting.robust_fit_optimal' depends on axioms: [propext, Classical.choice, Quot.sound]
'RobustDensityFitting.fitted_repulsion_error' depends on axioms: [propext, Classical.choice, Quot.sound]
```

## From inner products to the error formula

The lemmas `inner_fit_left` and `metric_mulVec` are the two linearity computations, $\langle g,\rho\rangle=c\cdot b$ and $(Vc)_P=\langle\chi_P,g\rangle$. Most later proofs use them to pass between densities and coefficient vectors.

In `robust_error`, the rewrite with `metric_mulVec` replaces $Vc$ by the Coulomb vector of the fit, and `norm_sub_sq_real` expands $\|\rho-g\|^2$. The facts `h1` to `h5` identify the dot products with inner products, supply the symmetry of the inner product, and turn self-interactions into squared norms. What is left is a linear relation between these numbers, which `linarith` closes. Nonnegativity follows because the error equals a square.

## Where linear independence enters

The proof of `isUnit_det_metric_iff` uses Mathlib's criterion that a determinant vanishes exactly when the matrix has a nonzero null vector. The first direction takes a vanishing combination of the $\chi_P$ with some nonzero coefficient and shows that its coefficients form a null vector of $V$, contradicting invertibility. The second starts from a null vector `v` and derives in `h0` that its density has no self-interaction. There `inner_self_eq_zero` applies the positivity of the Coulomb inner product.

The definition `optimalCoeff` makes sense to Lean for any family, because the matrix inverse is a total function; every theorem about these coefficients assumes linear independence. With this hypothesis, `normal_equations` cancels $VV^{-1}$, and `residual_orthogonal` reduces the inner product to $d\cdot b-d\cdot b$.

In `error_decomposition`, `hsub` records that the difference of two fits is the fit of the difference, and `hsplit` is the splitting of $\rho-g_c$ used above. After the square is expanded, `residual_orthogonal` removes the cross term.

## The optimum and the pair error

The proof of `robust_fit_optimal` first establishes `hval`, the identity of the robust value with $c^*\cdot b$. For the strict inequality, it converts both errors to squared norms by `robust_error` and applies the decomposition. The fact `hne` says that distinct coefficients give distinct fits, so the extra term is positive. The two formulas for the optimal value follow from `hval`: one by exchanging the factors of the dot product, the other through the normal equations.

In `fitted_repulsion_error`, `h1` identifies $b^\rho\cdot V^{-1}b^\sigma$ with $\langle g^\sigma,\rho\rangle$. The proof of `key` then splits the first residual, removes the orthogonal term and splits the second residual, as in the derivation. The bound is Mathlib's Cauchy–Schwarz inequality, `abs_real_inner_le_norm`, applied to the two residuals.
